# The zero-force identity $fLx=-L^{\mathsf T}v$ for a twice continuously differentiable energy on $\mathbb{R}^n$ invariant under $\exp(tL)$

Q: Take a density on a ring with one wave on a fixed background, $n(\theta)=n_0+x_1\cos\theta+x_2\sin\theta$. Sliding it around the ring should cost no exchange-correlation energy. What does that say about the potential and the kernel?

A: Sliding by an angle $t$ rotates the pair $x=(x_1,x_2)$ by $t$. The rotation is $\exp(tL)$ with
$$L=\begin{pmatrix}0&-1\\1&0\end{pmatrix}.$$
As a simple stand-in for the exchange-correlation energy, choose the local energy $E=\frac{1}{3\pi}\int_0^{2\pi}(n-n_0)^4\,d\theta=\frac14(x_1^2+x_2^2)^2$. Its gradient is $v=|x|^2x$ and its Hessian is $f=|x|^2\,\mathbb 1+2xx^{\mathsf T}$.

At $x=(1,2)$ we have $Lx=(-2,1)$ and $v=(5,10)$, so $v\cdot Lx=0$: the potential exerts no net force. Moreover
$$fLx=\begin{pmatrix}7&4\\4&13\end{pmatrix}\begin{pmatrix}-2\\1\end{pmatrix}=\begin{pmatrix}-10\\5\end{pmatrix}=Lv .$$
The kernel turns the density change of a small slide into the potential change of the same slide. The gradient is not zero here, so this is not a property of energy minima.

Q: Does it survive for a general energy and a general matrix $L$?

A: Yes, with a transpose. Let $E$ be twice continuously differentiable on $\mathbb{R}^n$, with $v_i=\partial E/\partial x_i$ and $f_{ij}=\partial v_i/\partial x_j$. Along the orbit $y(t)=\exp(tL)x$ the velocity is $\dot y=Ly$, so
$$\frac{d}{dt}E(y(t))=v(y)\cdot Ly .$$
Define $W(x)=v(x)\cdot Lx$. If $E$ is invariant, the left side vanishes, and $t=0$ gives $W(x)=0$ for every $x$. If $W$ vanishes everywhere, $E$ is constant along every orbit. So invariance and $W\equiv0$ are equivalent.

Now differentiate $W=\sum_{i,k}v_iL_{ik}x_k$:
$$\frac{\partial W}{\partial x_j}=\sum_i f_{ij}(Lx)_i+\sum_i v_iL_{ij}=(fLx+L^{\mathsf T}v)_j ,$$
where the last step uses $f_{ij}=f_{ji}$. For an invariant energy $W$ is identically zero, so its gradient is zero and $fLx=-L^{\mathsf T}v$. For $L^{\mathsf T}=-L$ this is $fLx=Lv$.

Conversely, if the kernel identity holds at every $x$, then $W$ is constant. Since $W(0)=v(0)\cdot 0=0$, it vanishes everywhere, and $E$ is invariant.

Q: Then show me what the Lean code calls a density. I suspect the physics leaks out there.

```lean
import Mathlib

open Matrix
open scoped Matrix.Norms.Operator

namespace ZeroForceKernel

noncomputable section

variable {ι : Type*} [Fintype ι] [DecidableEq ι]
```

A: A density is a function `ι → ℝ` on a finite index set `ι`, that is, a list of real components of either sign. They may be values on sites or, as on the ring, Fourier amplitudes. The potential is the vector of partial derivatives; `Pi.single i 1` is the unit vector in direction $i$.

```lean
/-- The potential of an energy functional `E` at the density `x`: the vector of partial derivatives
of `E`, provided that `E` is differentiable at `x`. -/
def potential (E : (ι → ℝ) → ℝ) (x : ι → ℝ) : ι → ℝ :=
  fun i => fderiv ℝ E x (Pi.single i 1)
```

The normalisation follows from the components. On the ring, `potential` has first component $\int v(\theta)\cos\theta\,d\theta$, which is $\pi$ times the usual Fourier coefficient of the potential $v(\theta)$.

Q: And the kernel is the exchange-correlation kernel?

A: It is the kernel of whichever energy you supply. If $E$ is the exchange-correlation energy, you get the static, adiabatic $f_{\rm xc}$; if it is the Hartree energy, you get the Coulomb kernel.

```lean
/-- The kernel of an energy functional `E` at the density `x`: entry `i j` is the derivative of the
potential at site `i` with respect to the density at site `j`, provided that the potential is
differentiable at `x`. -/
def kernel (E : (ι → ℝ) → ℝ) (x : ι → ℝ) : Matrix ι ι ℝ :=
  Matrix.of fun i j => fderiv ℝ (fun y => potential E y i) x (Pi.single j 1)
```

There is no frequency argument, so the zero-force condition on a frequency-dependent kernel of time-dependent density-functional theory is a separate statement, which is not covered here.

Q: How is the symmetry expressed? An infinitesimal condition would assume half the answer.

A: It is the finite one, with the true matrix exponential, for every real $t$ and every $x$.

```lean
/-- The functional `E` is invariant under the one-parameter group `exp (t L)` generated by the
matrix `L`. -/
def IsInvariant (E : (ι → ℝ) → ℝ) (L : Matrix ι ι ℝ) : Prop :=
  ∀ (t : ℝ) (x : ι → ℝ), E (NormedSpace.exp (t • L) *ᵥ x) = E x
```

Q: Would shifts by whole grid spacings be enough? That is what a real-space grid gives me.

A: No. Evaluate the ring energy by a sum over the four points $\theta=0,\frac{\pi}{2},\pi,\frac{3\pi}{2}$ instead of the integral. It becomes $E=\frac13(x_1^4+x_2^4)$, which is invariant under quarter turns. At $x=(1,2)$ we find $v\cdot Lx=8$, $fLx=(-8,16)$ and $Lv=(-\frac{32}{3},\frac43)$. Both identities fail, so invariance under quarter turns alone does not imply either of them.

Q: Fine. Lean's derivatives are abstract linear maps, though, and you have been using vectors and matrices.

A: The first lemma connects the two. It expands $u$ in unit vectors and uses linearity, so a linear functional becomes a dot product, written `⬝ᵥ`.

```lean
/-- A linear functional of the density is the dot product with its values on the unit
densities. -/
theorem clm_apply_eq_dot (A : (ι → ℝ) →L[ℝ] ℝ) (u : ι → ℝ) :
    A u = (fun i => A (Pi.single i 1)) ⬝ᵥ u := by
  have hu : u = ∑ i, u i • (Pi.single i (1 : ℝ) : ι → ℝ) := by
    ext j
    simp [Finset.sum_apply, Pi.single_apply]
  conv_lhs => rw [hu]
  rw [map_sum]
  simp only [dotProduct]
  exact Finset.sum_congr rfl fun i _ => by rw [map_smul, smul_eq_mul, mul_comm]
```

The next lemma does the same for the second derivative. Differentiating $v_i$ along $w$ gives the second derivative of $E$ along $w$ and the $i$-th unit vector. By the first lemma it is also row $i$ of the kernel applied to $w$. Here `*ᵥ` is a matrix acting on a vector.

```lean
/-- The second variation of a twice continuously differentiable functional, along `w` and then
`u`, is the potential induced by `w` through the kernel, paired with `u`. -/
theorem second_variation {E : (ι → ℝ) → ℝ} (hE : ContDiff ℝ 2 E) (x w u : ι → ℝ) :
    fderiv ℝ (fderiv ℝ E) x w u = (kernel E x *ᵥ w) ⬝ᵥ u := by
  have hd : Differentiable ℝ (fderiv ℝ E) :=
    (hE.fderiv_right (m := 1) one_add_one_eq_two.le).differentiable (by norm_num)
  rw [clm_apply_eq_dot (fderiv ℝ (fderiv ℝ E) x w) u]
  congr 1
  funext i
  have h := ((hd x).hasFDerivAt.clm_apply
    (hasFDerivAt_const (Pi.single i (1 : ℝ) : ι → ℝ) x)).fderiv
  have h2 : fderiv ℝ (fun y => potential E y i) x w
      = fderiv ℝ (fderiv ℝ E) x w (Pi.single i 1) := by
    change fderiv ℝ (fun y => fderiv ℝ E y (Pi.single i 1)) x w = _
    rw [h]
    simp
  exact h2.symm.trans (clm_apply_eq_dot (fderiv ℝ (fun y => potential E y i) x) w)
```

Q: Where does the orbit velocity come from?

A: From the derivative of the matrix exponential, $\frac{d}{dt}e^{tL}=Le^{tL}$. Evaluation of a matrix on the fixed vector $x$ is the linear map `Φ`, and composing it with that derivative gives $\dot y=Ly$.

```lean
/-- The orbit `exp (t L) x` moves with velocity `L` applied to its current position. -/
theorem hasDerivAt_orbit (L : Matrix ι ι ℝ) (x : ι → ℝ) (t : ℝ) :
    HasDerivAt (fun s : ℝ => NormedSpace.exp (s • L) *ᵥ x)
      (L *ᵥ (NormedSpace.exp (t • L) *ᵥ x)) t := by
  -- evaluation of a matrix on the fixed vector `x` is linear
  let Φ : Matrix ι ι ℝ →ₗ[ℝ] (ι → ℝ) :=
    { toFun := fun M => M *ᵥ x
      map_add' := fun A B => Matrix.add_mulVec A B x
      map_smul' := fun c A => by
        ext i
        simp [Matrix.mulVec, dotProduct, Finset.mul_sum, mul_assoc] }
  have h := (LinearMap.toContinuousLinearMap Φ).hasFDerivAt.comp_hasDerivAt t
    (hasDerivAt_exp_smul_const' L t)
  rw [Matrix.mulVec_mulVec]
  exact h
```

Q: And invariance is then equivalent to zero force?

A: For any differentiable $E$, yes. In the proof, `key` is the chain rule along an orbit. In the forward direction the energy along the orbit is a constant function, so its derivative at $t=0$ must be zero. In the reverse direction the derivative vanishes at all times, so the energies at $t$ and at $0$ agree.

```lean
/-- A differentiable functional is invariant under the group generated by `L` exactly when its
potential does no work along `L x`, at every density `x`. -/
theorem invariant_iff_zero_force {E : (ι → ℝ) → ℝ} (hE : Differentiable ℝ E)
    (L : Matrix ι ι ℝ) :
    IsInvariant E L ↔ ∀ x, potential E x ⬝ᵥ (L *ᵥ x) = 0 := by
  -- chain rule along an orbit
  have key : ∀ (x : ι → ℝ) (t : ℝ),
      HasDerivAt (fun s : ℝ => E (NormedSpace.exp (s • L) *ᵥ x))
        (potential E (NormedSpace.exp (t • L) *ᵥ x) ⬝ᵥ
          (L *ᵥ (NormedSpace.exp (t • L) *ᵥ x))) t := fun x t =>
    ((hE _).hasFDerivAt.comp_hasDerivAt t (hasDerivAt_orbit L x t)).congr_deriv
      (clm_apply_eq_dot _ _)
  constructor
  · intro h x
    have hc : (fun s : ℝ => E (NormedSpace.exp (s • L) *ᵥ x)) = fun _ => E x :=
      funext fun s => h s x
    have hd := key x 0
    rw [hc] at hd
    have h0 := hd.unique (hasDerivAt_const (0 : ℝ) (E x))
    simpa only [zero_smul, NormedSpace.exp_zero, Matrix.one_mulVec] using h0
  · intro h t x
    have hc := is_const_of_deriv_eq_zero (fun s => (key x s).differentiableAt)
      (fun s => (key x s).deriv.trans (h _)) t 0
    simpa only [zero_smul, NormedSpace.exp_zero, Matrix.one_mulVec] using hc
```

Q: The force identity is familiar. The kernel identity needs the derivative of $W$, and there you swapped indices on $f$.

A: That swap is the step `hs`, the symmetry of second derivatives, which continuity of the second derivative supplies. The lemma calls $W$ the "work"; for a translation it is the net force up to sign. The product rule gives one term from varying $Lx$ and one from varying $v$:
$$v\cdot Lu+D^2E(x)[u,Lx].$$
Symmetry and `second_variation` turn the second term into $(fLx)\cdot u$, and transposing $L$ turns the first into $(L^{\mathsf T}v)\cdot u$.

```lean
/-- For a twice continuously differentiable functional, the work `v · L x` of the potential `v`
is differentiable in the density `x`, and its derivative along `u` is `(f L x + Lᵀ v) · u`,
with `f` the kernel. -/
theorem work_variation {E : (ι → ℝ) → ℝ} (hE : ContDiff ℝ 2 E) (L : Matrix ι ι ℝ)
    (x : ι → ℝ) :
    DifferentiableAt ℝ (fun y => potential E y ⬝ᵥ (L *ᵥ y)) x ∧
      ∀ u, fderiv ℝ (fun y => potential E y ⬝ᵥ (L *ᵥ y)) x u
        = (kernel E x *ᵥ (L *ᵥ x) + Lᵀ *ᵥ potential E x) ⬝ᵥ u := by
  have hd : Differentiable ℝ (fderiv ℝ E) :=
    (hE.fderiv_right (m := 1) one_add_one_eq_two.le).differentiable (by norm_num)
  let Λ : (ι → ℝ) →L[ℝ] (ι → ℝ) := LinearMap.toContinuousLinearMap (Matrix.mulVecLin L)
  have heq : (fun y => potential E y ⬝ᵥ (L *ᵥ y)) = fun y => fderiv ℝ E y (Λ y) :=
    funext fun y => (clm_apply_eq_dot (fderiv ℝ E y) (L *ᵥ y)).symm
  have h := (hd x).hasFDerivAt.clm_apply (Λ.hasFDerivAt (x := x))
  rw [heq]
  refine ⟨h.differentiableAt, fun u => ?_⟩
  rw [h.fderiv]
  change fderiv ℝ E x (L *ᵥ u) + fderiv ℝ (fderiv ℝ E) x u (L *ᵥ x) = _
  -- second derivatives commute
  have hs : fderiv ℝ (fderiv ℝ E) x u (L *ᵥ x) = fderiv ℝ (fderiv ℝ E) x (L *ᵥ x) u :=
    (hE.contDiffAt.isSymmSndFDerivAt (by simp)).eq u (L *ᵥ x)
  have hv : fderiv ℝ E x (L *ᵥ u) = potential E x ⬝ᵥ (L *ᵥ u) := clm_apply_eq_dot _ _
  rw [hs, second_variation hE, hv, add_dotProduct, Matrix.mulVec_transpose,
    ← Matrix.dotProduct_mulVec, add_comm]
```

Q: So the main theorem sets this to zero. Read it to me in words.

A: Let $E$ be twice continuously differentiable on all of $\mathbb{R}^n$ (`ContDiff ℝ 2 E`) and invariant under $\exp(tL)$ (`IsInvariant E L`). Then at every $x$ the potential satisfies $v\cdot Lx=0$ and the kernel satisfies $fLx=-L^{\mathsf T}v$.

```lean
/-- Zero-force identity for kernels: if a twice continuously differentiable functional is
invariant under the group generated by `L`, then at every density `x` its potential `v` and
kernel `f` satisfy `v · L x = 0` and `f L x = -Lᵀ v`. -/
theorem zero_force_kernel {E : (ι → ℝ) → ℝ} (hE : ContDiff ℝ 2 E) {L : Matrix ι ι ℝ}
    (hinv : IsInvariant E L) (x : ι → ℝ) :
    potential E x ⬝ᵥ (L *ᵥ x) = 0 ∧
      kernel E x *ᵥ (L *ᵥ x) = -(Lᵀ *ᵥ potential E x) := by
  have hz := (invariant_iff_zero_force (hE.differentiable (by norm_num)) L).1 hinv
  refine ⟨hz x, eq_neg_of_add_eq_zero_left (dotProduct_self_eq_zero.1 ?_)⟩
  -- the work vanishes identically, hence so does its variation
  have hc : (fun y => potential E y ⬝ᵥ (L *ᵥ y)) = fun _ => (0 : ℝ) := funext hz
  rw [← (work_variation hE L x).2, hc]
  simp
```

By hand I read off each component of the gradient of $W$. Lean takes the direction $u$ equal to the vector $a=fLx+L^{\mathsf T}v$ itself. The derivative of $W$ along it is $a\cdot a$, which must be zero, so $a=0$.

Q: Could a kernel satisfy the identity while its energy still feels a force?

A: Not if the identity holds at every $x$. That is the converse: $W$ has zero derivative everywhere, hence the same value at $x$ as at zero density, where it vanishes.

```lean
/-- A twice continuously differentiable functional is invariant under the group generated by `L`
exactly when its kernel `f` and potential `v` satisfy `f L x = -Lᵀ v` at every density `x`. -/
theorem invariant_iff_kernel_identity {E : (ι → ℝ) → ℝ} (hE : ContDiff ℝ 2 E)
    (L : Matrix ι ι ℝ) :
    IsInvariant E L ↔ ∀ x, kernel E x *ᵥ (L *ᵥ x) = -(Lᵀ *ᵥ potential E x) := by
  refine ⟨fun h x => (zero_force_kernel hE h x).2, fun h => ?_⟩
  refine (invariant_iff_zero_force (hE.differentiable (by norm_num)) L).2 fun x => ?_
  -- the work is constant in the density, and it vanishes at zero density
  have hc := is_const_of_fderiv_eq_zero (𝕜 := ℝ)
    (fun y => (work_variation hE L y).1)
    (fun y => by
      ext1 u
      rw [(work_variation hE L y).2 u, h y, neg_add_cancel, zero_dotProduct]
      rfl) x 0
  simpa only [Matrix.mulVec_zero, dotProduct_zero] using hc
```

Q: My textbook has gradients on both sides and no transpose or minus sign.

A: A translation generator is antisymmetric in a real Fourier basis with cosine and sine of equal norm. The hypothesis `Lᵀ = -L` records this, and substituting it into the general identity gives the form with $Lv$. On the ring $L$ represents $-d/d\theta$, so the statement is that $f$ maps $-\partial_\theta n$ to $-\partial_\theta v$.

```lean
/-- For an antisymmetric generator `L` and a twice continuously differentiable functional
invariant under its group, the kernel maps the density change `L x` to the potential
change `L v`. -/
theorem kernel_antisymmetric_generator {E : (ι → ℝ) → ℝ} (hE : ContDiff ℝ 2 E)
    {L : Matrix ι ι ℝ} (hL : Lᵀ = -L) (hinv : IsInvariant E L) (x : ι → ℝ) :
    kernel E x *ᵥ (L *ᵥ x) = L *ᵥ potential E x := by
  rw [(zero_force_kernel hE hinv x).2, hL, Matrix.neg_mulVec, neg_neg]

end

end ZeroForceKernel
```

```lean
#print axioms ZeroForceKernel.zero_force_kernel
#print axioms ZeroForceKernel.invariant_iff_kernel_identity
#print axioms ZeroForceKernel.kernel_antisymmetric_generator
```

```
'ZeroForceKernel.zero_force_kernel' depends on axioms: [propext, Classical.choice, Quot.sound]
'ZeroForceKernel.invariant_iff_kernel_identity' depends on axioms: [propext, Classical.choice, Quot.sound]
'ZeroForceKernel.kernel_antisymmetric_generator' depends on axioms: [propext, Classical.choice, Quot.sound]
```

Q: My exchange energy contains $n^{4/3}$. Is that twice continuously differentiable on all of $\mathbb{R}^n$?

A: No. Its second derivative diverges as $n\to0$, and negative densities are meaningless for it, so the theorems do not apply to it as they stand. For strictly positive densities the derivation of $fLx=-L^{\mathsf T}v$ above still goes through, because it uses $E$ only near the orbit and translation keeps the density positive. The converse also goes through if the identity holds at every strictly positive density, but $x$ is then compared with the uniform density of the same mean instead of with zero density. At the uniform density $Lx=0$, so $W=0$, and the straight line between the two densities stays positive.

Q: And the step from your finite list of amplitudes to a real density?

A: That is the step the hypotheses leave open. With finitely many Fourier components, translation acts as an exact matrix exponential, as on the ring. For a density with infinitely many components, $v$ and $f$ are functional derivatives, and the identity needs a separate argument, which is not given here. I offer the Fourier reading as physics, with no Lean theorem behind it.

Q: Where would I meet the identity in a calculation?

A: In the linear response of a crystal to a displacement of its nuclei, computed with an adiabatic kernel and a finite set of plane waves. Move all nuclei together by a small distance $s$ along $x$. The ground-state density follows rigidly, so its first-order change is $-s\,\partial_x n$. The exchange-correlation part of the induced potential is the kernel applied to this change, and the identity gives it as $-s\,\partial_x v_{\rm xc}$. In Fourier components, with reciprocal lattice vectors $G$ and $G'$,
$$\sum_{G'}f_{\rm xc}(G,G')\,G'_x\,n(G')=G_x\,v_{\rm xc}(G).$$
The exchange-correlation potential therefore moves rigidly with the nuclei, which is part of why a uniform displacement produces no restoring force. This presumes that the energy, as it is actually evaluated, is invariant under every small shift. The four-point sum on the ring shows how a quadrature grid can spoil that.
